# The Ball–Chiu vertex: Ward–Takahashi identity for k² ≠ p² and Ward limit for differentiable dressings

Suppose a fermion propagator has been dressed by interactions, but its coupling to the photon is still the bare vertex γ^μ. Contracting that vertex with the momentum transfer k − p gives slash(k) − slash(p). Charge conservation demands the difference S⁻¹(k) − S⁻¹(p) of inverse propagators, which in general is something else once the dressing depends on momentum. The Ball–Chiu vertex repairs this for k² ≠ p². If the dressing functions are differentiable at p², it also has the limit that the Ward identity requires as k → p with k² ≠ p², namely the gradient ∂S⁻¹/∂p_μ.

This matters for truncated equations of quantum electrodynamics in which the vertex is an ansatz, here for an inverse propagator built from two given dressing functions A and B:

S⁻¹(p) = A(p²) slash(p) − B(p²).

## Real momenta, arbitrary matrices

```lean
import Mathlib

open Filter Topology

namespace BallChiuVertex

noncomputable section

variable {d : ℕ} {n : Type*} [DecidableEq n]
```

A momentum is given by its d real covariant components p_μ. The real numbers η_μ are the diagonal entries of the inverse metric, so p^μ = η_μ p_μ without summation, and `mdot η p p` is p². Either signature is allowed.

```lean
/-- The product `p·q` of two momenta with covariant components `p_μ`, `q_μ`, for a diagonal
inverse metric with entries `η μ`. -/
def mdot (η p q : Fin d → ℝ) : ℝ := ∑ μ, η μ * p μ * q μ
```

The γ^μ are any complex matrices; no Clifford relation is used.

```lean
/-- The slashed momentum, the sum of `p_μ γ^μ`. -/
def slash (γ : Fin d → Matrix n n ℂ) (p : Fin d → ℝ) : Matrix n n ℂ :=
  ∑ μ, (p μ : ℂ) • γ μ
```

A and B are complex functions of a real variable, and B multiplies the unit matrix. Overall factors of i are left out.

```lean
/-- The inverse propagator `A(p²) slash(p) - B(p²)`. -/
def invProp (η : Fin d → ℝ) (γ : Fin d → Matrix n n ℂ) (A B : ℝ → ℂ) (p : Fin d → ℝ) :
    Matrix n n ℂ :=
  A (mdot η p p) • slash γ p - B (mdot η p p) • (1 : Matrix n n ℂ)
```

Write A_k = A(k²), A_p = A(p²), and ΔA = (A_k − A_p)/(k² − p²), and likewise for B. The vertex is

V^μ(k,p) = ½(A_k + A_p) γ^μ + (k+p)^μ [½ ΔA (slash(k) + slash(p)) − ΔB].

```lean
/-- The difference quotient of a dressing function between `x` and `y`, for `x ≠ y`. -/
def diffQuot (F : ℝ → ℂ) (x y : ℝ) : ℂ := (F x - F y) / ((x - y : ℝ) : ℂ)

/-- The component `V^μ(k, p)` of the Ball-Chiu vertex, for `k² ≠ p²`. -/
def ballChiu (η : Fin d → ℝ) (γ : Fin d → Matrix n n ℂ) (A B : ℝ → ℂ) (k p : Fin d → ℝ)
    (μ : Fin d) : Matrix n n ℂ :=
  ((A (mdot η k k) + A (mdot η p p)) / 2) • γ μ
    + ((η μ * (k μ + p μ) : ℝ) : ℂ) •
      ((diffQuot A (mdot η k k) (mdot η p p) / 2) • (slash γ k + slash γ p)
        - diffQuot B (mdot η k k) (mdot η p p) • (1 : Matrix n n ℂ))
```

The gradient ∂S⁻¹/∂p_μ is defined by actual partial derivatives of the matrix entries, not by a formula assumed in advance.

```lean
/-- The partial derivative of the inverse propagator with respect to `p_μ`, entry by entry. -/
def gradInvProp (η : Fin d → ℝ) (γ : Fin d → Matrix n n ℂ) (A B : ℝ → ℂ) (p : Fin d → ℝ)
    (μ : Fin d) : Matrix n n ℂ :=
  Matrix.of fun i j =>
    deriv (fun t : ℝ => invProp η γ A B (p + t • (Pi.single μ 1 : Fin d → ℝ)) i j) 0
```

A second vertex, directed purely along the momentum transfer, serves as a comparison.

```lean
/-- The purely longitudinal vertex `q^μ (S⁻¹(k) - S⁻¹(p)) / q²` with `q = k - p`,
for `q² ≠ 0`. -/
def longitudinal (η : Fin d → ℝ) (γ : Fin d → Matrix n n ℂ) (A B : ℝ → ℂ) (k p : Fin d → ℝ)
    (μ : Fin d) : Matrix n n ℂ :=
  ((η μ * (k μ - p μ) / mdot η (k - p) (k - p) : ℝ) : ℂ) •
    (invProp η γ A B k - invProp η γ A B p)
```

## k² ≠ p²: the fermion changes its squared momentum

Physically, the two fermion legs have different virtualities. The derivation uses this to cancel denominators. First,

Σ_μ (k−p)_μ (k+p)^μ = Σ_μ η_μ (k_μ² − p_μ²) = k² − p².

Since (k² − p²)ΔA = A_k − A_p, and likewise for B, the contraction is

Σ_μ (k−p)_μ V^μ
= ½(A_k + A_p)(slash(k) − slash(p)) + ½(A_k − A_p)(slash(k) + slash(p)) − (B_k − B_p)
= A_k slash(k) − A_p slash(p) − B_k + B_p
= S⁻¹(k) − S⁻¹(p).

The mixed terms A_k slash(p) and A_p slash(k) cancel.

The first lemma is the contraction of k − p with k + p. The next two expand p² and slash(p) along a ray p + s q and are needed for the limits.

```lean
variable {η p q k : Fin d → ℝ} {γ : Fin d → Matrix n n ℂ} {A B : ℝ → ℂ}

/-- The contraction of `k - p` with `k + p` is `k² - p²`. -/
theorem mdot_diff :
    ∑ μ, (k μ - p μ) * (η μ * (k μ + p μ)) = mdot η k k - mdot η p p := by
  simp only [mdot, ← Finset.sum_sub_distrib]
  exact Finset.sum_congr rfl fun μ _ => by ring

/-- Along the ray `p + s q` the squared momentum is `p² + s (2 p·q + s q²)`. -/
theorem mdot_ray (s : ℝ) : mdot η (p + s • q) (p + s • q)
    = mdot η p p + s * (2 * mdot η p q + s * mdot η q q) := by
  simp only [mdot, Pi.add_apply, Pi.smul_apply, smul_eq_mul, Finset.mul_sum,
    ← Finset.sum_add_distrib]
  exact Finset.sum_congr rfl fun μ _ => by ring

omit [DecidableEq n] in
/-- The slashed momentum is linear along the ray `p + s q`. -/
theorem slash_ray (s : ℝ) : slash γ (p + s • q) = slash γ p + (s : ℂ) • slash γ q := by
  simp only [slash, Finset.smul_sum, ← Finset.sum_add_distrib]
  refine Finset.sum_congr rfl fun μ _ => ?_
  simp only [Pi.add_apply, Pi.smul_apply, smul_eq_mul, Complex.ofReal_add, Complex.ofReal_mul]
  module
```

In `ward_takahashi` the hypothesis enters only through `hD`, which lets `hq` cancel the denominators. `hsum` separates the two parts of the vertex, `hs` and `hc` evaluate their contractions, and `linear_combination` does the last cancellation.

```lean
/-- Ward-Takahashi identity: for `k² ≠ p²` the Ball-Chiu vertex contracted with `k - p` is the
difference of the inverse propagators at `k` and `p`. -/
theorem ward_takahashi (h : mdot η k k ≠ mdot η p p) :
    ∑ μ, ((k μ - p μ : ℝ) : ℂ) • ballChiu η γ A B k p μ
      = invProp η γ A B k - invProp η γ A B p := by
  have hD : ((mdot η k k - mdot η p p : ℝ) : ℂ) ≠ 0 :=
    Complex.ofReal_ne_zero.2 (sub_ne_zero.2 h)
  have hs : ∑ μ, ((k μ - p μ : ℝ) : ℂ) • γ μ = slash γ k - slash γ p := by
    simp only [slash, Complex.ofReal_sub, sub_smul, Finset.sum_sub_distrib]
  have hc : ∑ μ, ((k μ - p μ : ℝ) : ℂ) * ((η μ * (k μ + p μ) : ℝ) : ℂ)
      = ((mdot η k k - mdot η p p : ℝ) : ℂ) := by
    rw [← mdot_diff, Complex.ofReal_sum]
    exact Finset.sum_congr rfl fun μ _ => (Complex.ofReal_mul _ _).symm
  -- the denominators cancel against `k² - p²`
  have hq : ∀ F : ℝ → ℂ, diffQuot F (mdot η k k) (mdot η p p)
      * ((mdot η k k - mdot η p p : ℝ) : ℂ) = F (mdot η k k) - F (mdot η p p) := by
    intro F
    unfold diffQuot
    exact div_mul_cancel₀ _ hD
  have hsum : ∑ μ, ((k μ - p μ : ℝ) : ℂ) • ballChiu η γ A B k p μ
      = ((A (mdot η k k) + A (mdot η p p)) / 2) • (∑ μ, ((k μ - p μ : ℝ) : ℂ) • γ μ)
        + (∑ μ, ((k μ - p μ : ℝ) : ℂ) * ((η μ * (k μ + p μ) : ℝ) : ℂ)) •
          ((diffQuot A (mdot η k k) (mdot η p p) / 2) • (slash γ k + slash γ p)
            - diffQuot B (mdot η k k) (mdot η p p) • (1 : Matrix n n ℂ)) := by
    rw [Finset.smul_sum, Finset.sum_smul, ← Finset.sum_add_distrib]
    refine Finset.sum_congr rfl fun μ _ => ?_
    unfold ballChiu
    module
  rw [hsum, hs, hc]
  unfold invProp
  linear_combination (norm := module)
    (hq A) • ((1 / 2 : ℂ) • (slash γ k + slash γ p)) - (hq B) • (1 : Matrix n n ℂ)
```

Without the hypothesis the quotients read 0/0. Lean sets them to 0, which would leave the identity true, but the vertex would then be A_p γ^μ, in general the wrong value for the limit below.

The theorem is an algebraic statement about this ansatz, not a derivation of the identity from gauge invariance. Nor does the identity fix the full QED vertex: any transverse part T^μ with Σ_μ (k−p)_μ T^μ = 0 can be added without changing the identity.

## A and B differentiable at p²: a finite slope of the dressing

Physically, the dressing functions vary smoothly enough at p² to have a slope, which a threshold singularity can spoil. Let A′ and B′ be the derivatives at p², and let e_μ be the unit vector in slot μ. Then

(p + t e_μ)² = p² + t(2p^μ + tη_μ),
slash(p + t e_μ) = slash(p) + tγ^μ.

The product and chain rules at t = 0 give

∂S⁻¹/∂p_μ = A_p γ^μ + 2p^μ (A′ slash(p) − B′).

In the proof, `line` differentiates the squared momentum, `chain` the dressing functions, and `hl` the slashed momentum.

```lean
/-- If `A` and `B` have derivatives `A'` and `B'` at `p²`, each entry of the inverse propagator
has as `p_μ`-derivative that entry of `A γ^μ + 2 p^μ (A' slash(p) - B')`. -/
theorem hasDerivAt_invProp {A' B' : ℂ} (hA : HasDerivAt A A' (mdot η p p))
    (hB : HasDerivAt B B' (mdot η p p)) (μ : Fin d) (i j : n) :
    HasDerivAt (fun t : ℝ => invProp η γ A B (p + t • (Pi.single μ 1 : Fin d → ℝ)) i j)
      ((A (mdot η p p) • γ μ + ((2 * (η μ * p μ) : ℝ) : ℂ) •
        (A' • slash γ p - B' • (1 : Matrix n n ℂ))) i j) 0 := by
  have hsl : slash γ (Pi.single μ 1 : Fin d → ℝ) = γ μ := by
    unfold slash
    rw [Finset.sum_eq_single μ]
    · simp
    · intro ν _ h
      simp [h]
    · simp
  have hpe : mdot η p (Pi.single μ 1 : Fin d → ℝ) = η μ * p μ := by
    unfold mdot
    rw [Finset.sum_eq_single μ]
    · simp
    · intro ν _ h
      simp [h]
    · simp
  have chain : ∀ (F : ℝ → ℂ) (F' : ℂ) (u : ℝ → ℝ) (u' x : ℝ), HasDerivAt F F' x →
      HasDerivAt u u' 0 → u 0 = x → HasDerivAt (fun t => F (u t)) ((u' : ℂ) * F') 0 := by
    intro F F' u u' x hF hu h0
    subst h0
    exact (hF.scomp 0 hu).congr_deriv Complex.real_smul
  have line : ∀ a b c : ℝ, HasDerivAt (fun t : ℝ => c + t * (a + t * b)) a 0 := by
    intro a b c
    exact (((hasDerivAt_id' (0 : ℝ)).fun_mul
      (((hasDerivAt_id' (0 : ℝ)).mul_const b).const_add a)).const_add c).congr_deriv (by ring)
  have hl : HasDerivAt (fun t : ℝ => slash γ p i j + (t : ℂ) * γ μ i j) (γ μ i j) 0 :=
    (((hasDerivAt_id' (0 : ℝ)).ofReal_comp.mul_const (γ μ i j)).const_add
      (slash γ p i j)).congr_deriv (by simp)
  -- chain rule for the dressing functions, product rule for the slashed momentum
  have hu := line (2 * (η μ * p μ)) (mdot η (Pi.single μ 1) (Pi.single μ 1)) (mdot η p p)
  have hA2 := chain A A' _ _ _ hA hu (by ring)
  have hB2 := chain B B' _ _ _ hB hu (by ring)
  simp only [invProp, slash_ray, mdot_ray, hsl, hpe, Matrix.sub_apply, Matrix.add_apply,
    Matrix.smul_apply, smul_eq_mul]
  refine ((hA2.fun_mul hl).fun_sub (hB2.mul_const ((1 : Matrix n n ℂ) i j))).congr_deriv ?_
  simp only [zero_mul, add_zero, Complex.ofReal_zero]
  ring
```

Now let k → p with k² ≠ p². Then ½(A_k + A_p) → A_p, (k+p)^μ → 2p^μ, slash(k) + slash(p) → 2 slash(p), ΔA → A′ and ΔB → B′. Hence

V^μ(k,p) → A_p γ^μ + 2p^μ (A′ slash(p) − B′),

which is the gradient. The approach may follow any path, as the filter `𝓝[{k | mdot η k k ≠ mdot η p p}] p` expresses. Differentiability is used in `hq`, for the quotients, in `e`, which identifies the limit with the gradient, and in the last step, where the continuity it implies gives A_k → A_p.

```lean
/-- For `A` and `B` differentiable at `p²`, the Ball-Chiu vertex tends to the momentum gradient
of the inverse propagator as `k` tends to `p` in any manner with `k² ≠ p²`. -/
theorem ballChiu_tendsto (hA : DifferentiableAt ℝ A (mdot η p p))
    (hB : DifferentiableAt ℝ B (mdot η p p)) (μ : Fin d) :
    Tendsto (fun k => ballChiu η γ A B k p μ) (𝓝[{k | mdot η k k ≠ mdot η p p}] p)
      (𝓝 (gradInvProp η γ A B p μ)) := by
  have hm : Continuous fun k : Fin d → ℝ => mdot η k k := by
    unfold mdot
    fun_prop
  have hsl : Continuous fun k : Fin d → ℝ => slash γ k :=
    continuous_finsetSum _ fun ν _ =>
      (Complex.continuous_ofReal.comp (continuous_apply ν)).smul continuous_const
  have hco : Continuous fun k : Fin d → ℝ => ((η μ * (k μ + p μ) : ℝ) : ℂ) :=
    Complex.continuous_ofReal.comp (by fun_prop)
  have hsq := (hm.tendsto p).mono_left
    (nhdsWithin_le_nhds (s := {k | mdot η k k ≠ mdot η p p}))
  have hsq' : Tendsto (fun k => mdot η k k) (𝓝[{k | mdot η k k ≠ mdot η p p}] p)
      (𝓝[≠] (mdot η p p)) := tendsto_nhdsWithin_iff.2 ⟨hsq, self_mem_nhdsWithin⟩
  -- the difference quotients tend to the derivatives
  have hq : ∀ F : ℝ → ℂ, DifferentiableAt ℝ F (mdot η p p) →
      Tendsto (fun k => diffQuot F (mdot η k k) (mdot η p p))
        (𝓝[{k | mdot η k k ≠ mdot η p p}] p) (𝓝 (deriv F (mdot η p p))) := by
    intro F hF
    refine ((hasDerivAt_iff_tendsto_slope.1 hF.hasDerivAt).comp hsq').congr fun k => ?_
    simp only [Function.comp_apply, slope, vsub_eq_sub, diffQuot, Complex.real_smul,
      Complex.ofReal_inv]
    ring
  have e : gradInvProp η γ A B p μ = ((A (mdot η p p) + A (mdot η p p)) / 2) • γ μ
      + ((η μ * (p μ + p μ) : ℝ) : ℂ) •
        ((deriv A (mdot η p p) / 2) • (slash γ p + slash γ p)
          - deriv B (mdot η p p) • (1 : Matrix n n ℂ)) := by
    trans A (mdot η p p) • γ μ + ((2 * (η μ * p μ) : ℝ) : ℂ) •
      (deriv A (mdot η p p) • slash γ p - deriv B (mdot η p p) • (1 : Matrix n n ℂ))
    · ext i j
      exact (hasDerivAt_invProp hA.hasDerivAt hB.hasDerivAt μ i j).deriv
    · push_cast
      module
  rw [e]
  exact ((((hA.continuousAt.tendsto.comp hsq).add tendsto_const_nhds).div_const 2).smul
    tendsto_const_nhds).add (((hco.tendsto p).mono_left nhdsWithin_le_nhds).smul
      ((((hq A hA).div_const 2).smul
        (((hsl.tendsto p).mono_left nhdsWithin_le_nhds).add tendsto_const_nhds)).sub
          ((hq B hB).smul tendsto_const_nhds)))
```

Continuity alone is not enough. For A = 1 and B(x) = |x − p²|, ΔB is +1 or −1 according to the sign of k² − p², so V^μ has no limit when p^μ ≠ 0.

## p·q ≠ 0 or q² ≠ 0: the ray leaves the surface of constant p²

Here q is a fixed direction and the momentum transfer is s q, whereas textbooks often write q for the transfer itself, as does the docstring of `longitudinal`. Along k = p + s q,

k² − p² = s(2p·q + s q²).

If p·q ≠ 0, the bracket is nonzero for small s. If p·q = 0 and q² ≠ 0, it equals s q², nonzero for s ≠ 0. The proof applies the general limit and checks its condition k² ≠ p² by the same case split, in `hne`.

```lean
/-- Ward identity along a ray: for `A`, `B` differentiable at `p²` and `p·q` or `q²` nonzero, the
vertex at `k = p + s q` tends to the gradient of the inverse propagator at `p` as `s → 0`,
`s ≠ 0`. -/
theorem ballChiu_tendsto_ray (hA : DifferentiableAt ℝ A (mdot η p p))
    (hB : DifferentiableAt ℝ B (mdot η p p)) (hq : mdot η p q ≠ 0 ∨ mdot η q q ≠ 0)
    (μ : Fin d) :
    Tendsto (fun s : ℝ => ballChiu η γ A B (p + s • q) p μ) (𝓝[≠] 0)
      (𝓝 (gradInvProp η γ A B p μ)) := by
  refine (ballChiu_tendsto hA hB μ).comp (tendsto_nhdsWithin_iff.2 ⟨?_, ?_⟩)
  · have hc : Continuous fun s : ℝ => p + s • q := by fun_prop
    have h := hc.tendsto 0
    simp only [zero_smul, add_zero] at h
    exact h.mono_left nhdsWithin_le_nhds
  · -- `k² - p² = s (2 p·q + s q²)` does not vanish for small nonzero `s`
    have hne : ∀ᶠ s in 𝓝[≠] (0 : ℝ), 2 * mdot η p q + s * mdot η q q ≠ 0 := by
      by_cases h : mdot η p q = 0
      · have hqq : mdot η q q ≠ 0 := hq.resolve_left (not_not.2 h)
        filter_upwards [self_mem_nhdsWithin] with s hs
        have hs' : s ≠ 0 := hs
        intro h0
        exact mul_ne_zero hs' hqq (by linarith)
      · have hc : Continuous fun s : ℝ => 2 * mdot η p q + s * mdot η q q := by fun_prop
        have h1 : ∀ᶠ s in 𝓝 (0 : ℝ), 2 * mdot η p q + s * mdot η q q ≠ 0 :=
          (hc.continuousAt (x := 0)).eventually_ne (by simpa using h)
        exact h1.filter_mono nhdsWithin_le_nhds
    filter_upwards [hne, self_mem_nhdsWithin] with s h1 hs
    have hs' : s ≠ 0 := hs
    show mdot η (p + s • q) (p + s • q) ≠ mdot η p p
    rw [mdot_ray]
    intro h0
    exact mul_ne_zero hs' h1 (by linarith)
```

If both products vanish, k² = p² along the whole ray and the quotients are never defined.

## (k − p)² ≠ 0: a vertex with the identity but the wrong limit

When the square of the momentum transfer is nonzero, one can divide by it and form

L^μ = (k−p)^μ (S⁻¹(k) − S⁻¹(p))/(k−p)².

Its contraction is immediate, because Σ_μ (k−p)_μ (k−p)^μ = (k−p)². The proof uses the hypothesis in `div_self h`; without it the denominator vanishes.

```lean
/-- For `(k - p)² ≠ 0` the purely longitudinal vertex obeys the same Ward-Takahashi identity. -/
theorem longitudinal_ward_takahashi (h : mdot η (k - p) (k - p) ≠ 0) :
    ∑ μ, ((k μ - p μ : ℝ) : ℂ) • longitudinal η γ A B k p μ
      = invProp η γ A B k - invProp η γ A B p := by
  have e : ∀ c : ℝ, ∑ μ, (k μ - p μ) * (η μ * (k μ - p μ) / c)
      = mdot η (k - p) (k - p) / c := by
    intro c
    simp only [mdot, Finset.sum_div, Pi.sub_apply]
    exact Finset.sum_congr rfl fun μ _ => by ring
  have h1 := (e _).trans (div_self h)
  have hc : ∑ μ, ((k μ - p μ : ℝ) : ℂ)
      * ((η μ * (k μ - p μ) / mdot η (k - p) (k - p) : ℝ) : ℂ) = 1 := by
    simpa only [Complex.ofReal_sum, Complex.ofReal_mul, Complex.ofReal_one] using
      congrArg (fun x : ℝ => (x : ℂ)) h1
  simp only [longitudinal, smul_smul]
  rw [← Finset.sum_smul, hc, one_smul]
```

For the free case A = 1, B = m, with k = p + s q, s ≠ 0 and q² ≠ 0, we have S⁻¹(k) − S⁻¹(p) = s slash(q), so

L^μ = (s q^μ)(s slash(q))/(s² q²) = q^μ slash(q)/q².

In the proof, `hS` gives the difference, `hm` the denominator, and `hd` cancels s.

```lean
/-- For the free inverse propagator `slash(p) - m`, with `q² ≠ 0` and `s ≠ 0`, the longitudinal
vertex at `k = p + s q` equals `q^μ slash(q) / q²`. -/
theorem longitudinal_free (m : ℂ) {s : ℝ} (hs : s ≠ 0) (hq : mdot η q q ≠ 0) (μ : Fin d) :
    longitudinal η γ (fun _ => 1) (fun _ => m) (p + s • q) p μ
      = ((η μ * q μ / mdot η q q : ℝ) : ℂ) • slash γ q := by
  have hS : invProp η γ (fun _ => 1) (fun _ => m) (p + s • q)
      - invProp η γ (fun _ => 1) (fun _ => m) p = (s : ℂ) • slash γ q := by
    simp only [invProp, slash_ray]
    module
  have hm : mdot η (s • q) (s • q) = s ^ 2 * mdot η q q := by
    simp only [mdot, Finset.mul_sum, Pi.smul_apply, smul_eq_mul]
    exact Finset.sum_congr rfl fun ν _ => by ring
  have hd : η μ * ((p + s • q) μ - p μ) / (s ^ 2 * mdot η q q) * s
      = η μ * q μ / mdot η q q := by
    simp only [Pi.add_apply, Pi.smul_apply, smul_eq_mul, add_sub_cancel_left]
    field_simp
  unfold longitudinal
  rw [hS, add_sub_cancel_left, hm, smul_smul, ← Complex.ofReal_mul, hd]

end

end BallChiuVertex
```

```lean
#print axioms BallChiuVertex.ward_takahashi
#print axioms BallChiuVertex.ballChiu_tendsto_ray
#print axioms BallChiuVertex.longitudinal_ward_takahashi
#print axioms BallChiuVertex.longitudinal_free
```

```
'BallChiuVertex.ward_takahashi' depends on axioms: [propext, Classical.choice, Quot.sound]
'BallChiuVertex.ballChiu_tendsto_ray' depends on axioms: [propext, Classical.choice, Quot.sound]
'BallChiuVertex.longitudinal_ward_takahashi' depends on axioms: [propext, Classical.choice, Quot.sound]
'BallChiuVertex.longitudinal_free' depends on axioms: [propext, Classical.choice, Quot.sound]
```

The gradient in this free case is γ^μ. If at least two of the γ^μ are linearly independent, the longitudinal value q^μ slash(q)/q² depends on the direction q however small s is, and it cannot agree with the gradient in every component, because all its components are multiples of the single matrix slash(q). The identity at nonzero transfer therefore does not by itself secure the Ward limit.

## Numbers in two dimensions

Take η = (1, −1), p = (1, 0), k = (2, 1), A(x) = x and B(x) = x², chosen for easy arithmetic rather than as realistic dressings. Then p² = 1, k² = 3, ΔA = 1 and ΔB = 4, so

V^0 = 2γ^0 + 3[½(3γ^0 + γ^1) − 4] = 6.5γ^0 + 1.5γ^1 − 12,
V^1 = 2γ^1 − [½(3γ^0 + γ^1) − 4] = −1.5γ^0 + 1.5γ^1 + 4.

Since k − p = (1, 1), the contraction is V^0 + V^1 = 5γ^0 + 3γ^1 − 8. Directly,

S⁻¹(k) − S⁻¹(p) = (6γ^0 + 3γ^1 − 9) − (γ^0 − 1) = 5γ^0 + 3γ^1 − 8.

The bare vertex would give γ^0 + γ^1. As k → p, V^0 tends to γ^0 + 2(γ^0 − 2) = 3γ^0 − 4, which is also the derivative with respect to p_0, at p_0 = 1, of the inverse propagator p_0³γ^0 − p_0⁴ for p = (p_0, 0).
